# For real OEP orbitals on the line, $n v_x$ differs from its KLI part by $-(\sum_i \psi_i\varphi_i')'$

The exchange potential $v_x$ of the optimised effective potential (OEP) method in one dimension should satisfy

$$n v_x=\sum_i \varphi_i^2(u_i+c_i)-\Big(\sum_i\psi_i\varphi_i'\Big)',\qquad n=\sum_i\varphi_i^2 .$$

Here the $\varphi_i$ are real occupied orbitals with energies $e_i$ in the Kohn–Sham potential $v_s$, the $\psi_i$ are their orbital shifts, the $u_i$ are orbital-dependent exchange potentials and the $c_i$ are constants. In atomic units,

$$-\tfrac12\varphi_i''+(v_s-e_i)\varphi_i=0,\qquad -\tfrac12\psi_i''+(v_s-e_i)\psi_i=-(v_x-u_i-c_i)\varphi_i,\qquad \sum_i\varphi_i\psi_i=0 .$$

The first sum in the identity is the Krieger–Li–Iafrate (KLI) part. I would also like to know when the remaining term integrates to zero. Can all this be proved with its hypotheses in the open, and checked by machine?

## The correction is the derivative of a flux

Yes, for orbital potentials $u_i$ that are finite everywhere. For $C^2$ orbitals and shifts the identity then holds at every point. Fock exchange with nodal orbitals generally needs a variant, stated below but not proved in the file. If $n v_x$ and the KLI part are both integrable and the flux $F=\sum_i\psi_i\varphi_i'$ vanishes at both infinities, the two have equal integrals, so the correction integrates to zero.

Start with the Wronskian $W_i=\psi_i\varphi_i'-\varphi_i\psi_i'$. The first-derivative products cancel, leaving $W_i'=\psi_i\varphi_i''-\varphi_i\psi_i''$. Multiply the orbital equation by $-2\psi_i$, the shift equation by $2\varphi_i$, and add. The terms in $v_s-e_i$ cancel:

$$W_i'=-2\varphi_i^2(v_x-u_i-c_i).$$

Next, differentiate the OEP condition $\sum_i\varphi_i\psi_i=0$. This gives $\sum_i\varphi_i\psi_i'=-\sum_i\psi_i\varphi_i'=-F$, hence $\sum_i W_i=2F$. Write $K=\sum_i\varphi_i^2(u_i+c_i)$ for the KLI part. Summing the Wronskian equations and halving,

$$F'=-\sum_i\varphi_i^2(v_x-u_i-c_i)=K-n v_x,$$

which is the identity. Integrating over the line gives $\int K-\int n v_x=F(\infty)-F(-\infty)=0$.

Two consequences follow.

- Where $n\neq0$, set $v_{\mathrm{KLI}}=K/n$, so that $F'=n(v_{\mathrm{KLI}}-v_x)$. If $n$ vanishes nowhere, $v_x=v_{\mathrm{KLI}}$ everywhere exactly when $F$ is constant. If also $F\to0$ at $+\infty$, that constant is zero.
- Let $\int\varphi_i^2=1$, let $\varphi_i^2(v_x-u_i)$ be integrable and let $W_i$ vanish at both infinities. Integrating $W_i'$ gives $0=-2\int\varphi_i^2(v_x-u_i)+2c_i$, so $c_i=\int\varphi_i^2(v_x-u_i)$.

The complete Lean file is this:

```lean
import Mathlib

open MeasureTheory Filter Topology Polynomial

namespace KLICorrection

noncomputable section

/-- A real C² orbital `φ` with energy `e` in the potential `vs`, and its C² orbital shift `ψ`,
driven by the exchange potential `vx`, the orbital potential `u` and the constant `c`. -/
structure OrbitalPair (vs vx u : ℝ → ℝ) (e c : ℝ) (φ ψ : ℝ → ℝ) : Prop where
  smooth_orbital : ContDiff ℝ 2 φ
  smooth_shift : ContDiff ℝ 2 ψ
  orbital_eq : ∀ x, -(deriv (deriv φ) x) / 2 + (vs x - e) * φ x = 0
  shift_eq : ∀ x, -(deriv (deriv ψ) x) / 2 + (vs x - e) * ψ x = -(vx x - u x - c) * φ x

variable {ι : Type*} [Fintype ι]

/-- The density `n = ∑ φ_i²`. -/
def density (φ : ι → ℝ → ℝ) (x : ℝ) : ℝ := ∑ i, φ i x ^ 2

/-- The flux `∑ ψ_i φ_i'` built from orbitals `φ_i` and shifts `ψ_i`. -/
def flux (φ ψ : ι → ℝ → ℝ) (x : ℝ) : ℝ := ∑ i, ψ i x * deriv (φ i) x

/-- The density-weighted KLI potential `∑ φ_i² (u_i + c_i)`. -/
def kliNumerator (φ u : ι → ℝ → ℝ) (c : ι → ℝ) (x : ℝ) : ℝ :=
  ∑ i, φ i x ^ 2 * (u i x + c i)

/-- The KLI potential `∑ φ_i² (u_i + c_i) / n`, meaningful where the density is nonzero. -/
def kliPotential (φ u : ι → ℝ → ℝ) (c : ι → ℝ) (x : ℝ) : ℝ :=
  kliNumerator φ u c x / density φ x

/-- A C² function and its first derivative are both differentiable. -/
theorem hasDerivAt_two {f : ℝ → ℝ} (hf : ContDiff ℝ 2 f) (x : ℝ) :
    HasDerivAt f (deriv f x) x ∧ HasDerivAt (deriv f) (deriv (deriv f) x) x := by
  have h : ContDiff ℝ (1 + 1) f := by
    rw [one_add_one_eq_two]
    exact hf
  have h' : ContDiff ℝ 1 (deriv f) := (contDiff_succ_iff_deriv.1 h).2.2
  exact ⟨(hf.differentiable (by norm_num) x).hasDerivAt,
    (h'.differentiable (by norm_num) x).hasDerivAt⟩

/-- The Wronskian of an orbital and its shift changes at the rate `-2 φ² (vx - u - c)`. -/
theorem hasDerivAt_wronskian {vs vx u φ ψ : ℝ → ℝ} {e c : ℝ}
    (h : OrbitalPair vs vx u e c φ ψ) (x : ℝ) :
    HasDerivAt (fun y => ψ y * deriv φ y - φ y * deriv ψ y)
      (-2 * (φ x ^ 2 * (vx x - u x - c))) x := by
  obtain ⟨a1, a2⟩ := hasDerivAt_two h.smooth_orbital x
  obtain ⟨b1, b2⟩ := hasDerivAt_two h.smooth_shift x
  refine ((b1.fun_mul a2).fun_sub (a1.fun_mul b2)).congr_deriv ?_
  -- the potential `vs` and the energy cancel between the two equations
  linear_combination (-2 * ψ x) * h.orbital_eq x + (2 * φ x) * h.shift_eq x

/-- If `∑ φ_i ψ_i = 0` everywhere, then the flux of C² orbitals and shifts
is antisymmetric: `∑ ψ_i φ_i' = -∑ φ_i ψ_i'`. -/
theorem flux_antisymm {φ ψ : ι → ℝ → ℝ} (hφ : ∀ i, ContDiff ℝ 2 (φ i))
    (hψ : ∀ i, ContDiff ℝ 2 (ψ i)) (hs : ∀ x, ∑ i, φ i x * ψ i x = 0) (x : ℝ) :
    flux φ ψ x = -flux ψ φ x := by
  have hd : HasDerivAt (fun y => ∑ i, φ i y * ψ i y)
      (∑ i, (deriv (φ i) x * ψ i x + φ i x * deriv (ψ i) x)) x :=
    HasDerivAt.fun_sum fun i _ =>
      (hasDerivAt_two (hφ i) x).1.fun_mul (hasDerivAt_two (hψ i) x).1
  have hz : (fun y => ∑ i, φ i y * ψ i y) = fun _ => (0 : ℝ) := funext hs
  rw [hz] at hd
  have h0 := hd.unique (hasDerivAt_const x (0 : ℝ))
  have h1 : flux φ ψ x + flux ψ φ x = 0 := by
    rw [← h0, flux, flux, ← Finset.sum_add_distrib]
    exact Finset.sum_congr rfl fun i _ => by ring
  linarith

variable {vs vx : ℝ → ℝ} {u φ ψ : ι → ℝ → ℝ} {e c : ι → ℝ}

/-- For orbitals and shifts that obey their equations and `∑ φ_i ψ_i = 0`, the flux has derivative
`∑ φ_i² (u_i + c_i) - n vx`. -/
theorem hasDerivAt_flux (h : ∀ i, OrbitalPair vs vx (u i) (e i) (c i) (φ i) (ψ i))
    (hs : ∀ x, ∑ i, φ i x * ψ i x = 0) (x : ℝ) :
    HasDerivAt (flux φ ψ) (kliNumerator φ u c x - density φ x * vx x) x := by
  have h1 : HasDerivAt (fun y => ∑ i, (ψ i y * deriv (φ i) y - φ i y * deriv (ψ i) y))
      (∑ i, -2 * (φ i x ^ 2 * (vx x - u i x - c i))) x :=
    HasDerivAt.fun_sum fun i _ => hasDerivAt_wronskian (h i) x
  -- the flux is half the summed Wronskian
  have h2 : flux φ ψ =
      fun y => (1 / 2) * ∑ i, (ψ i y * deriv (φ i) y - φ i y * deriv (ψ i) y) := by
    funext y
    have ha := flux_antisymm (fun i => (h i).smooth_orbital)
      (fun i => (h i).smooth_shift) hs y
    rw [Finset.sum_sub_distrib]
    unfold flux at ha ⊢
    linarith
  rw [h2]
  refine (h1.const_mul (1 / 2)).congr_deriv ?_
  rw [kliNumerator, density, Finset.sum_mul, ← Finset.sum_sub_distrib, Finset.mul_sum]
  exact Finset.sum_congr rfl fun i _ => by ring

/-- The exchange potential of the orbital-shift equations with `∑ φ_i ψ_i = 0` obeys
`n vx = ∑ φ_i² (u_i + c_i) - (∑ ψ_i φ_i')'`. -/
theorem density_mul_exchange (h : ∀ i, OrbitalPair vs vx (u i) (e i) (c i) (φ i) (ψ i))
    (hs : ∀ x, ∑ i, φ i x * ψ i x = 0) (x : ℝ) :
    density φ x * vx x = ∑ i, φ i x ^ 2 * (u i x + c i) - deriv (flux φ ψ) x := by
  rw [(hasDerivAt_flux h hs x).deriv, kliNumerator]
  ring

/-- If the orbitals and shifts obey their equations and `∑ φ_i ψ_i = 0`, the flux vanishes at both
infinities, and `n vx` and its KLI part are integrable, then these two have the same integral. -/
theorem integral_exchange_eq_kli
    (h : ∀ i, OrbitalPair vs vx (u i) (e i) (c i) (φ i) (ψ i))
    (hs : ∀ x, ∑ i, φ i x * ψ i x = 0)
    (hv : Integrable fun x => density φ x * vx x) (hk : Integrable (kliNumerator φ u c))
    (hbot : Tendsto (flux φ ψ) atBot (𝓝 0)) (htop : Tendsto (flux φ ψ) atTop (𝓝 0)) :
    ∫ x, density φ x * vx x = ∫ x, kliNumerator φ u c x := by
  have key : ∫ x, (kliNumerator φ u c x - density φ x * vx x) = 0 - 0 :=
    integral_of_hasDerivAt_of_tendsto (hasDerivAt_flux h hs) (hk.sub hv) hbot htop
  rw [integral_sub hk hv] at key
  linarith

/-- Let the orbitals and shifts obey their equations and `∑ φ_i ψ_i = 0`, let the density vanish
nowhere and let the flux tend to zero at `+∞`. Then the KLI potential equals `vx` everywhere exactly
when the flux is zero everywhere. -/
theorem kli_exact_iff (h : ∀ i, OrbitalPair vs vx (u i) (e i) (c i) (φ i) (ψ i))
    (hs : ∀ x, ∑ i, φ i x * ψ i x = 0) (hn : ∀ x, density φ x ≠ 0)
    (htop : Tendsto (flux φ ψ) atTop (𝓝 0)) :
    (∀ x, vx x = kliPotential φ u c x) ↔ ∀ x, flux φ ψ x = 0 := by
  have hd := hasDerivAt_flux h hs
  constructor
  · intro hv x
    have h0 : ∀ y, deriv (flux φ ψ) y = 0 := fun y => by
      have hy := (eq_div_iff (hn y)).1 (hv y)
      rw [(hd y).deriv]
      linarith
    -- a constant flux that vanishes at infinity is zero
    have hc := is_const_of_deriv_eq_zero (fun y => (hd y).differentiableAt) h0
    have hx : Tendsto (flux φ ψ) atTop (𝓝 (flux φ ψ x)) :=
      tendsto_const_nhds.congr fun y => hc x y
    exact tendsto_nhds_unique hx htop
  · intro hf x
    have hz : flux φ ψ = fun _ => (0 : ℝ) := funext hf
    have hx := hd x
    rw [hz] at hx
    have h0 := hx.unique (hasDerivAt_const x (0 : ℝ))
    rw [kliPotential, eq_div_iff (hn x)]
    linarith

/-- For a normalized orbital `φ` and its shift `ψ` that obey their equations, with `φ² (vx - u)`
integrable and a Wronskian `ψ φ' - φ ψ'` that vanishes at both infinities, the constant is
`c = ∫ φ² (vx - u)`. -/
theorem orbital_constant {vs vx u φ ψ : ℝ → ℝ} {e c : ℝ}
    (h : OrbitalPair vs vx u e c φ ψ) (hnorm : ∫ x, φ x ^ 2 = 1)
    (hi : Integrable fun x => φ x ^ 2 * (vx x - u x))
    (hbot : Tendsto (fun y => ψ y * deriv φ y - φ y * deriv ψ y) atBot (𝓝 0))
    (htop : Tendsto (fun y => ψ y * deriv φ y - φ y * deriv ψ y) atTop (𝓝 0)) :
    c = ∫ x, φ x ^ 2 * (vx x - u x) := by
  have hφ : Integrable fun x => φ x ^ 2 := by
    by_contra hh
    rw [integral_undef hh] at hnorm
    norm_num at hnorm
  have key : ∫ x, -2 * (φ x ^ 2 * (vx x - u x) - c * φ x ^ 2) = 0 - 0 :=
    integral_of_hasDerivAt_of_tendsto
      (fun x => (hasDerivAt_wronskian h x).congr_deriv (by ring))
      ((hi.sub (hφ.const_mul c)).const_mul (-2)) hbot htop
  rw [integral_const_mul, integral_sub hi (hφ.const_mul c), integral_const_mul, hnorm] at key
  linarith

/-- A polynomial times the Gaussian `exp(-x²/2)`. -/
def gauss (p : ℝ[X]) (x : ℝ) : ℝ := p.eval x * Real.exp (-x ^ 2 / 2)

/-- Differentiating `p exp(-x²/2)` replaces the polynomial `p` by `p' - x p`. -/
theorem deriv_gauss (p : ℝ[X]) : deriv (gauss p) = gauss (derivative p - X * p) := by
  funext x
  have h1 : HasDerivAt (fun y : ℝ => -y ^ 2 / 2) (-x) x := by
    refine ((hasDerivAt_pow 2 x).fun_neg.div_const 2).congr_deriv ?_
    show -(((2 : ℕ) : ℝ) * x ^ 1) / 2 = -x
    push_cast
    ring
  refine (HasDerivAt.deriv (f := gauss p) ((p.hasDerivAt x).fun_mul h1.exp)).trans ?_
  simp only [gauss, eval_sub, eval_mul, eval_X]
  ring

/-- A polynomial times the Gaussian is C². -/
theorem contDiff_gauss (p : ℝ[X]) : ContDiff ℝ 2 (gauss p) := by
  have h1 : ContDiff ℝ 2 (fun x : ℝ => p.eval x) := by
    simp only [eval_eq_sum_range]
    exact ContDiff.sum fun i _ => contDiff_const.mul (contDiff_id.pow i)
  have h2 : ContDiff ℝ 2 (fun x : ℝ => Real.exp (-x ^ 2 / 2)) := by fun_prop
  exact h1.mul h2

/-- Two unnormalized oscillator orbitals, `exp(-x²/2)` and `x exp(-x²/2)`, with nonzero shifts
satisfy the orbital and shift equations for `vx = x` and the condition `∑ φ_i ψ_i = 0`. -/
theorem orbitalPair_witness :
    OrbitalPair (fun x => x ^ 2 / 2) (fun x => x) (fun x => 5 * x - 3 * x ^ 3) (1 / 2) 0
      (gauss 1) (gauss (X - X ^ 3)) ∧
    OrbitalPair (fun x => x ^ 2 / 2) (fun x => x) (fun x => 2 * x) (3 / 2) 0
      (gauss X) (gauss (X ^ 2 - 1)) ∧
    ∀ x, gauss 1 x * gauss (X - X ^ 3) x + gauss X x * gauss (X ^ 2 - 1) x = 0 := by
  refine ⟨⟨contDiff_gauss _, contDiff_gauss _, fun x => ?_, fun x => ?_⟩,
    ⟨contDiff_gauss _, contDiff_gauss _, fun x => ?_, fun x => ?_⟩, fun x => ?_⟩
  all_goals
    simp only [deriv_gauss, gauss, derivative_sub, derivative_mul,
      derivative_X_pow, derivative_X, derivative_one, derivative_zero, derivative_C,
      eval_sub, eval_add, eval_mul, eval_pow, eval_X, eval_one, eval_zero, eval_C,
      Nat.reduceSub, Nat.cast_ofNat, Nat.cast_one]
    ring

end

end KLICorrection
```

```lean
#print axioms KLICorrection.density_mul_exchange
-- 'KLICorrection.density_mul_exchange' depends on axioms: [propext, Classical.choice, Quot.sound]
#print axioms KLICorrection.integral_exchange_eq_kli
-- 'KLICorrection.integral_exchange_eq_kli' depends on axioms: [propext, Classical.choice, Quot.sound]
#print axioms KLICorrection.kli_exact_iff
-- 'KLICorrection.kli_exact_iff' depends on axioms: [propext, Classical.choice, Quot.sound]
#print axioms KLICorrection.orbital_constant
-- 'KLICorrection.orbital_constant' depends on axioms: [propext, Classical.choice, Quot.sound]
```

## What the Lean hypotheses say about the physics

`OrbitalPair vs vx u e c φ ψ` describes one orbital and its shift: both are real and $C^2$, and both satisfy their differential equations at every $x$. The finite type `ι` labels the occupied orbitals. Each is counted once in `density`, as for the spin orbitals of one spin channel. The OEP condition is the separate hypothesis `hs`, since it couples all the orbitals.

`density_mul_exchange` is the pointwise identity, with `flux φ ψ` for $F$. `integral_exchange_eq_kli` is the equality of integrals; `hv` and `hk` are the two integrability assumptions, and `hbot` and `htop` are the limits of the flux. Those limits express the decay expected of bound orbitals and their shifts, and they are assumed, not derived from the equations. `kli_exact_iff` and `orbital_constant` are the two consequences above.

The constant $c_i$ enters as a free number. It stands for the difference between the orbital expectation values of $v_x$ and $u_i$, and `orbital_constant` recovers this meaning under its normalisation, integrability and boundary hypotheses. Accordingly, `kliPotential` is the KLI expression evaluated with the OEP orbitals and the constants belonging to $v_x$. A self-consistent KLI calculation determines its orbitals and constants from its own potential, so `kli_exact_iff` does not compare the outputs of two separate calculations.

The potentials are arbitrary real functions: neither $v_x$ nor $u_i$ is derived from an energy functional, and the existence of an OEP solution is not addressed. The equality of integrals is not a test of a numerical $v_x$: for normalised orbitals with $c_i=\int\varphi_i^2(v_x-u_i)$, it holds for any $v_x$ for which the integrals exist. The pointwise identity does test the OEP condition, since without that condition its two sides differ by half the second derivative of $\sum_i\varphi_i\psi_i$. The derivative of the flux shows where $n v_x$ departs from its KLI part.

**Modelling the exchange term without division.** For Fock exchange, $u_i$ is a quotient by $\varphi_i$, and its numerator need not vanish at a node of $\varphi_i$. The product $u_i\varphi_i$ in `shift_eq`, however, is zero there for any real value of $u_i$. The file therefore covers an orbital with nodes only if the numerator vanishes at them too. On the line every bound orbital above the lowest has a node, so this excludes most cases of Fock exchange with several orbitals. The two lowest orbitals of one spin in an even potential $v_s$ are covered, since the second orbital and its numerator are both odd. A formulation with a function $w_i$ in place of $u_i\varphi_i$ would remove this restriction. The same calculation would then give $n v_x=\sum_i(\varphi_i w_i+c_i\varphi_i^2)-F'$.

**Without the OEP condition the identity fails.** Take one orbital $\varphi=e^{-x^2/2}$ with $v_s=x^2/2$ and $e=1/2$, and let $\psi=x\varphi$, $u=x$ and $v_x=c=0$. Both differential equations hold and $\psi$ is orthogonal to $\varphi$, as an orbital shift should be, but $\varphi\psi=x\varphi^2$ is not zero everywhere. At $x=1$ the left side of the identity is $0$, while the right side is $1/e$, where this $e$ is Euler's number. Normalising $\varphi$, and scaling $\psi$ with it, multiplies the right side by $1/\sqrt\pi$.

## From the Wronskian lemma to the integral theorem

`hasDerivAt_two` extracts the first two derivatives from the $C^2$ assumption. In `hasDerivAt_wronskian`, the product rule produces $W_i'$, and `linear_combination` uses exactly the multipliers $-2\psi_i$ and $2\varphi_i$ from the derivation.

`flux_antisymm` differentiates the OEP condition. The sum has the derivative given by the product rule, but it is also the zero function, so uniqueness of the derivative gives $\sum_i\psi_i\varphi_i'=-\sum_i\varphi_i\psi_i'$. `hasDerivAt_flux` then rewrites $F$ as half the summed Wronskian and obtains $F'=K-n v_x$. From there, `density_mul_exchange` is a rearrangement.

For the integral theorem, `integral_of_hasDerivAt_of_tendsto` is the fundamental theorem of calculus on the whole line. It needs $F'$ to be integrable, which follows from `hk.sub hv`. The integral of the difference is then split into two, which is where the separate integrability of $K$ and $n v_x$ is used.

`kli_exact_iff` proves its forward direction by showing that $F'=0$ everywhere, so $F$ is constant, and then comparing the constant with the limit at $+\infty$. For the converse, a zero flux has zero derivative, and division by the nonzero density gives $v_x=v_{\mathrm{KLI}}$. `orbital_constant` integrates a single Wronskian. It first obtains integrability of $\varphi^2$ from `hnorm`, because Lean assigns the value $0$ to the integral of a non-integrable function, which would contradict $\int\varphi^2=1$.

Finally, `orbitalPair_witness` shows that the equations and the OEP condition have a common solution with nonzero shifts. It uses two unnormalised oscillator orbitals and the artificial choice $v_x=x$. The lemmas on `gauss` reduce derivatives of a polynomial times $e^{-x^2/2}$ to polynomial algebra, which `ring` completes. A normalised version, with $g=\pi^{-1/4}e^{-x^2/2}$ and both constants zero, is

| Orbital | Shift | Energy | Orbital potential |
|---|---|---|---|
| $g$ | $(x-x^3)g$ | $1/2$ | $5x-3x^3$ |
| $\sqrt2\,x\,g$ | $(x^2-1)g/\sqrt2$ | $3/2$ | $3x/2$ |

The second orbital potential is $2x$ in the file and $3x/2$ here, because the second shift has to be rescaled differently from its orbital to preserve $\sum_i\varphi_i\psi_i=0$. The flux of the normalised pair is $(x^2-1)e^{-x^2}/\sqrt\pi$: it vanishes at both infinities but not everywhere, so in this example the KLI expression differs from $v_x$.
